# The wavevector (2, 1) is not an eigenvector of its own nearest-neighbour bond sum on the square lattice

For a wavevector `q`, the bond sum adds (q·e)² e eᵀ over the four unit vectors e from a site of the square lattice to its nearest neighbours. The theorem says that for q = (2, 1) no real μ makes this matrix send q to μq. The matrix is diagonal with entries 8 and 2; q has length √5, and for the unit vector along it the entries would be 8/5 and 2/5, still unequal. The proof assumes the eigenvector equation, reads off its two components, which require μ = 8 and μ = 2, and leaves the contradiction to `linarith`.

The failing Lean file:

```lean
import Mathlib

open Matrix
open scoped Real

namespace SquareLatticeNotLongitudinal

noncomputable section

/-- The four unit vectors from a site of the square lattice to its nearest neighbours. -/
def squareBond : Fin 4 → Fin 2 → ℝ :=
  ![![1, 0], ![0, 1], ![-1, 0], ![0, -1]]

/-- The sum of `(q·e)² e eᵀ` over a finite family of bond vectors `e`. -/
def bondMatrix {N : ℕ} (e : Fin N → Fin 2 → ℝ) (q : Fin 2 → ℝ) :
    Matrix (Fin 2) (Fin 2) ℝ :=
  ∑ k, (q ⬝ᵥ e k) ^ 2 • vecMulVec (e k) (e k)

/-- On the square lattice the wavevector `q = (2, 1)` is not an eigenvector of its own
nearest-neighbour bond sum. -/
theorem square_lattice_not_longitudinal (μ : ℝ) :
    bondMatrix squareBond ![2, 1] *ᵥ ![2, 1] ≠ μ • ![2, 1] := by
  intro h
  have h0 := congrFun h 0
  have h1 := congrFun h 1
  -- the two components would require μ = 8 and μ = 2
  norm_num [bondMatrix, squareBond, Matrix.mulVec, dotProduct, Matrix.sum_apply,
    Fin.sum_univ_four, Fin.sum_univ_two, vecMulVec_apply] at h0 h1
  linarith

end

end SquareLatticeNotLongitudinal
```

Lean reports:

```
Main.lean:29:2: error: linarith failed to find a contradiction
μ : ℝ
h : bondMatrix squareBond ![2, 1] *ᵥ ![2, 1] = μ • ![2, 1]
h0 :
  (4 +
            (2 * vecCons 1 (fun i => vecCons 0 (fun i => vecCons (-1) (fun i => 0) i) i) 2 +
                  vecCons 0 (fun i => vecCons 1 (fun i => vecCons 0 (fun i => -1) i) i) 2) ^
                2 *
              (vecCons 1 (fun i => vecCons 0 (fun i => vecCons (-1) (fun i => 0) i) i) 2 *
                vecCons 1 (fun i => vecCons 0 (fun i => vecCons (-1) (fun i => 0) i) i) 2) +
          (2 * vecCons 1 (fun i => vecCons 0 (fun i => vecCons (-1) (fun i => 0) i) i) 3 +
                vecCons 0 (fun i => vecCons 1 (fun i => vecCons 0 (fun i => -1) i) i) 3) ^
              2 *
            (vecCons 1 (fun i => vecCons 0 (fun i => vecCons (-1) (fun i => 0) i) i) 3 *
              vecCons 1 (fun i => vecCons 0 (fun i => vecCons (-1) (fun i => 0) i) i) 3)) *
        2 +
      ((2 * vecCons 1 (fun i => vecCons 0 (fun i => vecCons (-1) (fun i => 0) i) i) 2 +
              vecCons 0 (fun i => vecCons 1 (fun i => vecCons 0 (fun i => -1) i) i) 2) ^
            2 *
          (vecCons 1 (fun i => vecCons 0 (fun i => vecCons (-1) (fun i => 0) i) i) 2 *
            vecCons 0 (fun i => vecCons 1 (fun i => vecCons 0 (fun i => -1) i) i) 2) +
        (2 * vecCons 1 (fun i => vecCons 0 (fun i => vecCons (-1) (fun i => 0) i) i) 3 +
              vecCons 0 (fun i => vecCons 1 (fun i => vecCons 0 (fun i => -1) i) i) 3) ^
            2 *
          (vecCons 1 (fun i => vecCons 0 (fun i => vecCons (-1) (fun i => 0) i) i) 3 *
            vecCons 0 (fun i => vecCons 1 (fun i => vecCons 0 (fun i => -1) i) i) 3)) =
    μ * 2
h1 :
  ((2 * vecCons 1 (fun i => vecCons 0 (fun i => vecCons (-1) (fun i => 0) i) i) 2 +
                vecCons 0 (fun i => vecCons 1 (fun i => vecCons 0 (fun i => -1) i) i) 2) ^
              2 *
            (vecCons 0 (fun i => vecCons 1 (fun i => vecCons 0 (fun i => -1) i) i) 2 *
              vecCons 1 (fun i => vecCons 0 (fun i => vecCons (-1) (fun i => 0) i) i) 2) +
          (2 * vecCons 1 (fun i => vecCons 0 (fun i => vecCons (-1) (fun i => 0) i) i) 3 +
                vecCons 0 (fun i => vecCons 1 (fun i => vecCons 0 (fun i => -1) i) i) 3) ^
              2 *
            (vecCons 0 (fun i => vecCons 1 (fun i => vecCons 0 (fun i => -1) i) i) 3 *
              vecCons 1 (fun i => vecCons 0 (fun i => vecCons (-1) (fun i => 0) i) i) 3)) *
        2 +
      (1 +
          (2 * vecCons 1 (fun i => vecCons 0 (fun i => vecCons (-1) (fun i => 0) i) i) 2 +
                vecCons 0 (fun i => vecCons 1 (fun i => vecCons 0 (fun i => -1) i) i) 2) ^
              2 *
            (vecCons 0 (fun i => vecCons 1 (fun i => vecCons 0 (fun i => -1) i) i) 2 *
              vecCons 0 (fun i => vecCons 1 (fun i => vecCons 0 (fun i => -1) i) i) 2) +
        (2 * vecCons 1 (fun i => vecCons 0 (fun i => vecCons (-1) (fun i => 0) i) i) 3 +
              vecCons 0 (fun i => vecCons 1 (fun i => vecCons 0 (fun i => -1) i) i) 3) ^
            2 *
          (vecCons 0 (fun i => vecCons 1 (fun i => vecCons 0 (fun i => -1) i) i) 3 *
            vecCons 0 (fun i => vecCons 1 (fun i => vecCons 0 (fun i => -1) i) i) 3)) =
    μ
⊢ False
failed
```

Diagnosis. The error is reported at `linarith`, but the trouble starts in the `norm_num` call before it. That call unfolds `squareBond` and has to look up entries of a nested vector. In `h0` and `h1` the bonds numbered 0 and 1 have become numbers, while those numbered 2 and 3 remain as terms such as `vecCons 1 (fun i => vecCons 0 … i) 2`. The choice of component has been moved inside the list of bonds, which leaves each tail wrapped in a `fun`, and the simplifier did not evaluate entries 2 and 3 in that form. `linarith` does not work out these lookups either, so it never sees the two values of μ.

The repair states each bond as an explicit vector, `b0` to `b3`, each proved by `rfl`, and rewrites `h` with them before taking components. After that only entries 0 and 1 of two-component vectors are needed, and the listed `simp only` lemmas reduce these to numbers. `linarith` then finds the contradiction. The messages do not show whether replacing `norm_num` by `simp only` was needed in itself.

The mended proof, as a diff:

```diff
@@ -22,9 +22,15 @@
     bondMatrix squareBond ![2, 1] *ᵥ ![2, 1] ≠ μ • ![2, 1] := by
   intro h
+  have b0 : squareBond 0 = ![1, 0] := rfl
+  have b1 : squareBond 1 = ![0, 1] := rfl
+  have b2 : squareBond 2 = ![-1, 0] := rfl
+  have b3 : squareBond 3 = ![0, -1] := rfl
+  simp only [bondMatrix, Fin.sum_univ_four, b0, b1, b2, b3] at h
   have h0 := congrFun h 0
   have h1 := congrFun h 1
   -- the two components would require μ = 8 and μ = 2
-  norm_num [bondMatrix, squareBond, Matrix.mulVec, dotProduct, Matrix.sum_apply,
-    Fin.sum_univ_four, Fin.sum_univ_two, vecMulVec_apply] at h0 h1
+  simp only [Matrix.mulVec, dotProduct, Fin.sum_univ_two, Matrix.add_apply,
+    Matrix.smul_apply, vecMulVec_apply, Pi.smul_apply, smul_eq_mul,
+    Matrix.cons_val_zero, Matrix.cons_val_one] at h0 h1
   linarith
 
```
